# The CPA equation of a binary alloy with a semicircular band: its cubic form and its solution at the centre of the symmetric alloy

Let a binary alloy have site levels $e_A$ and $e_B$, a concentration $c$ of A sites, and a semicircular band of half-width $D>0$. At energy $z$, the single-site coherent-potential approximation (CPA) determines the averaged local Green function $G$ from

$$G=\frac{c}{z-e_A-D^2G/4}+\frac{1-c}{z-e_B-D^2G/4}.$$

Wherever both denominators are nonzero, this equation is equivalent to an explicit cubic in $G$. For $c=1/2$, levels $+d/2$ and $-d/2$ with $d>0$, and $z=0$, a solution with $\operatorname{Im}G<0$ exists if and only if $d<D$, and it is then

$$G=-\frac{2i\sqrt{D^2-d^2}}{D^2}.$$

The density of states per site is $-\operatorname{Im}G/\pi$, so the CPA for this non-interacting one-band model, with disorder only in the site levels, gives a nonzero density of states at the band centre as long as the level splitting $d$ is smaller than the half-width. This threshold is a result of the approximation and need not be that of an exact treatment of the random alloy.

## Clearing the denominators

Write $u_A=z-e_A-D^2G/4$ and $u_B=z-e_B-D^2G/4$. Each is the inverse Green function of a site of the given species embedded in the effective medium. If both are nonzero, multiplying the CPA equation by $u_Au_B$ is reversible and gives

$$G\,u_Au_B-\bigl(c\,u_B+(1-c)\,u_A\bigr)=0.$$

Expanding in powers of $G$ yields

$$\frac{D^4}{16}G^3-\frac{D^2}{4}(2z-e_A-e_B)G^2+\Bigl[(z-e_A)(z-e_B)+\frac{D^2}{4}\Bigr]G-\bigl(z-c\,e_B-(1-c)e_A\bigr)=0.$$

The multiplication could introduce roots at which a denominator vanishes. Suppose $u_A=0$ at a root. The product form then leaves $c\,u_B=0$, while $u_B=u_B-u_A=e_A-e_B$, so $c(e_A-e_B)=0$. In the same way, $u_B=0$ leads to $(1-c)(e_A-e_B)=0$. If $c\neq0$, $c\neq1$ and $e_A\neq e_B$, neither can happen, and every root of the cubic solves the CPA equation.

## Vanishing average scattering

The CPA is usually stated as the condition that the averaged single-site t-matrix vanishes. Let $S$ be the site-independent self-energy of the medium. A site with level $e$ scatters with

$$t_e=\frac{e-S}{1-(e-S)G}.$$

For a semicircular band, the local Green function of the medium satisfies $G\,(z-S-D^2G/4)=1$. Hence $G\neq0$, and $u_e=z-e-D^2G/4$ can be written as $u_e=1/G-(e-S)$. It follows that $1-(e-S)G=G\,u_e$ and $e-S=1/G-u_e$. For $u_e\neq0$,

$$t_e=\frac{1/G-u_e}{G\,u_e}=\frac{1/u_e-G}{G^2}.$$

Averaging over the two species gives

$$c\,t_A+(1-c)\,t_B=\frac{1}{G^2}\left(\frac{c}{u_A}+\frac{1-c}{u_B}-G\right),$$

which is zero exactly when $G$ is the average of the two site Green functions.

## The centre of the symmetric alloy

Set $c=1/2$, $e_A=d/2$, $e_B=-d/2$ and $z=0$. The quadratic and constant terms of the cubic vanish, and what remains factorises:

$$\frac{1}{16}\,G\,\bigl[D^4G^2-4(d^2-D^2)\bigr]=0.$$

The root $G=0$ has no negative imaginary part. For the other factor, write $G=x+iy$ with $y<0$. The imaginary part of $D^4G^2=4(d^2-D^2)$ is $2D^4xy=0$, so $x=0$. The real part becomes $-D^4y^2=4(d^2-D^2)$. Its left side is negative, so $d<D$, and then $D^2y=\pm2\sqrt{D^2-d^2}$. The condition $y<0$ selects the minus sign. Conversely, for $d<D$ the stated $G$ has negative imaginary part and satisfies the quadratic equation.

## The equation and the t-matrix as Lean definitions

```lean
import Mathlib

open Complex

namespace SemicircularCPA

noncomputable section
```

The half-width, the levels and the concentration are real numbers, while the energy and the Green function are complex. The function `siteDenom` is $u_e$.

```lean
/-- Inverse Green function of a site with level `e` embedded in the effective medium of a
semicircular band of half-width `D`. -/
def siteDenom (D e : ℝ) (z G : ℂ) : ℂ := z - e - (D : ℂ) ^ 2 * G / 4
```

The site average weights the A site by `c` and the B site by `1 - c`. The definition does not restrict `c` to the interval from 0 to 1; the physical concentrations are a special case.

```lean
/-- Concentration average of the Green functions of an A site and a B site. -/
def siteAverage (D c eA eB : ℝ) (z G : ℂ) : ℂ :=
  c / siteDenom D eA z G + (1 - c) / siteDenom D eB z G
```

The predicate `IsCPA` contains the two conditions on the denominators as well as the equation. They are needed because Lean assigns the value zero to a division by zero, which could otherwise let a spurious $G$ through.

```lean
/-- `G` solves the CPA equation of the binary alloy, with both site denominators nonzero. -/
def IsCPA (D c eA eB : ℝ) (z G : ℂ) : Prop :=
  siteDenom D eA z G ≠ 0 ∧ siteDenom D eB z G ≠ 0 ∧ G = siteAverage D c eA eB z G
```

The cubic is defined by its coefficients, in the expanded form derived above. The definition makes sense for every real `D`, and its degree is three when `D` is nonzero.

```lean
/-- The CPA cubic in `G`, written out by powers of `G`. -/
def cpaCubic (D c eA eB : ℝ) (z G : ℂ) : ℂ :=
  (D : ℂ) ^ 4 / 16 * G ^ 3 - (D : ℂ) ^ 2 / 4 * (2 * z - eA - eB) * G ^ 2
    + ((z - eA) * (z - eB) + (D : ℂ) ^ 2 / 4) * G - (z - c * eB - (1 - c) * eA)
```

In `tMatrix`, the self-energy `S` and the Green function `G` are independent arguments. The band relation between them enters later as a hypothesis.

```lean
/-- The single-site t-matrix of a level `e` in a medium with self-energy `S` and local
Green function `G`. -/
def tMatrix (e : ℝ) (S G : ℂ) : ℂ := (e - S) / (1 - (e - S) * G)
```

## The cubic and the CPA equation have the same solutions

The first theorem identifies the expanded polynomial with $G\,u_Au_B-(c\,u_B+(1-c)u_A)$. After the definitions are unfolded, this is a polynomial identity, which `ring` proves.

```lean
/-- The cubic expressed through the two site denominators. -/
theorem cpaCubic_eq (D c eA eB : ℝ) (z G : ℂ) :
    cpaCubic D c eA eB z G = G * siteDenom D eA z G * siteDenom D eB z G
      - (c * siteDenom D eB z G + (1 - c) * siteDenom D eA z G) := by
  unfold cpaCubic siteDenom
  ring
```

The next theorem is the reversible multiplication by $u_Au_B$. The two fractions are combined over a common denominator, and `eq_div_iff` moves that denominator to the other side. It holds for any concentration and any pair of levels, provided that both denominators are nonzero at the given `G`.

```lean
/-- With nonzero denominators, `G` equals the average site Green function exactly when it is
a root of the cubic. -/
theorem eq_siteAverage_iff_cubic {D c eA eB : ℝ} {z G : ℂ}
    (hA : siteDenom D eA z G ≠ 0) (hB : siteDenom D eB z G ≠ 0) :
    G = siteAverage D c eA eB z G ↔ cpaCubic D c eA eB z G = 0 := by
  rw [cpaCubic_eq, siteAverage, div_add_div _ _ hA hB, eq_div_iff (mul_ne_zero hA hB)]
  constructor <;> intro h <;> linear_combination h
```

The theorem `isCPA_iff_cubic` removes the condition on `G` in exchange for conditions on the alloy: both species are present and their levels differ. Here `hdiff` is the identity $u_B-u_A=e_A-e_B$. Each of `hA` and `hB` assumes a vanishing denominator and uses `linear_combination` to derive that a product of nonzero numbers is zero, as in the argument by hand. The hypotheses exclude real failures: for $c=0$ the polynomial is $u_A(G\,u_B-1)$, which also vanishes where $u_A=0$.

```lean
/-- If both species are present and their levels differ, the solutions of the CPA equation
are exactly the roots of the cubic. -/
theorem isCPA_iff_cubic {D c eA eB : ℝ} (hc0 : c ≠ 0) (hc1 : c ≠ 1) (he : eA ≠ eB)
    (z G : ℂ) : IsCPA D c eA eB z G ↔ cpaCubic D c eA eB z G = 0 := by
  constructor
  · rintro ⟨hA, hB, h⟩
    exact (eq_siteAverage_iff_cubic hA hB).mp h
  · intro h0
    have h := h0
    rw [cpaCubic_eq] at h
    have hdiff : siteDenom D eB z G - siteDenom D eA z G = (eA : ℂ) - eB := by
      unfold siteDenom
      ring
    have he' : (eA : ℂ) - eB ≠ 0 := sub_ne_zero.mpr (by exact_mod_cast he)
    have hc0' : (c : ℂ) ≠ 0 := by exact_mod_cast hc0
    have hc1' : (1 : ℂ) - c ≠ 0 := sub_ne_zero.mpr (by exact_mod_cast hc1.symm)
    -- a vanishing denominator would contradict the cubic
    have hA : siteDenom D eA z G ≠ 0 := by
      intro hz
      apply mul_ne_zero hc0' he'
      linear_combination (-(c : ℂ)) * hdiff - h + (G * siteDenom D eB z G - 1) * hz
    have hB : siteDenom D eB z G ≠ 0 := by
      intro hz
      apply mul_ne_zero hc1' he'
      linear_combination (-(1 - (c : ℂ))) * hdiff + h + (1 - G * siteDenom D eA z G) * hz
    exact ⟨hA, hB, (eq_siteAverage_iff_cubic hA hB).mpr h0⟩
```

## The averaged t-matrix in Lean

The hypothesis `hband` is the semicircular-band relation $G\,(z-S-D^2G/4)=1$. It stands for the link between the self-energy of the medium and its local Green function that results from a semicircular density of states. The relation is assumed here and not derived from an integral over that density. As a quadratic equation in $G$, it also does not select the physical one of its two roots.

In the proof, `hden` is $1-(e-S)G=G\,u_e$, and `ht` is the formula $t_e=(1/u_e-G)/G^2$ for any level whose denominator is nonzero. The step `havg` averages it over the species. Since $G^2\neq0$, the quotient vanishes exactly when its numerator does.

```lean
/-- When `G` and the self-energy `S` obey the semicircular-band relation and both site denominators
are nonzero, the averaged t-matrix vanishes exactly when `G` equals the average site Green function.
-/
theorem average_tMatrix_eq_zero_iff {D c eA eB : ℝ} {z S G : ℂ}
    (hband : G * (z - S - (D : ℂ) ^ 2 * G / 4) = 1)
    (hA : siteDenom D eA z G ≠ 0) (hB : siteDenom D eB z G ≠ 0) :
    c * tMatrix eA S G + (1 - c) * tMatrix eB S G = 0 ↔
      G = siteAverage D c eA eB z G := by
  have hG : G ≠ 0 := by
    rintro rfl
    simp at hband
  -- the t-matrix measures how far a site Green function is from that of the medium
  have ht : ∀ e : ℝ, siteDenom D e z G ≠ 0 →
      tMatrix e S G = (1 / siteDenom D e z G - G) / G ^ 2 := by
    intro e hu
    have hden : 1 - ((e : ℂ) - S) * G = G * siteDenom D e z G := by
      unfold siteDenom
      linear_combination -hband
    have hinv : 1 / siteDenom D e z G * siteDenom D e z G = 1 := div_mul_cancel₀ 1 hu
    rw [tMatrix, hden, div_eq_div_iff (mul_ne_zero hG hu) (pow_ne_zero 2 hG)]
    linear_combination (-G) * hden - G * hinv
  have havg : c * tMatrix eA S G + (1 - c) * tMatrix eB S G
      = (siteAverage D c eA eB z G - G) / G ^ 2 := by
    rw [ht eA hA, ht eB hB, siteAverage]
    ring
  rw [havg]
  constructor
  · intro h
    rcases div_eq_zero_iff.mp h with h | h
    · exact (sub_eq_zero.mp h).symm
    · exact absurd h (pow_ne_zero 2 hG)
  · intro h
    rw [← h, sub_self, zero_div]
```

## The solution at zero energy

For the symmetric alloy, `isCPA_iff_cubic` applies because $1/2$ is neither 0 nor 1, and the levels $d/2$ and $-d/2$ differ when $d\neq0$. The step `hfac` is the factorisation with prefactor $1/16$. The resulting theorem lists all solutions at this energy, whatever the sign of their imaginary part.

```lean
/-- At the band centre of the equiatomic alloy with distinct levels `d/2` and `-d/2`, the CPA
equation reduces to `G = 0` or a quadratic equation. -/
theorem symmetric_center_iff {D d : ℝ} (hd : d ≠ 0) (G : ℂ) :
    IsCPA D (1 / 2) (d / 2) (-d / 2) 0 G ↔
      G = 0 ∨ (D : ℂ) ^ 4 * G ^ 2 = 4 * ((d : ℂ) ^ 2 - (D : ℂ) ^ 2) := by
  rw [isCPA_iff_cubic (by norm_num) (by norm_num) (fun h => hd (by linarith))]
  have hfac : cpaCubic D (1 / 2) (d / 2) (-d / 2) 0 G
      = (1 / 16) * (G * ((D : ℂ) ^ 4 * G ^ 2 - 4 * ((d : ℂ) ^ 2 - (D : ℂ) ^ 2))) := by
    unfold cpaCubic
    push_cast
    ring
  have h16 : (1 / 16 : ℂ) ≠ 0 := by norm_num
  rw [hfac, mul_eq_zero_iff_left h16, mul_eq_zero, sub_eq_zero]
```

The theorem `symmetric_center_solution` states that, for positive `D` and `d`, a given `G` is a CPA solution with negative imaginary part if and only if $d<D$ and `G` has the stated value. The condition `G.im < 0` encodes the retarded sign convention, in which a positive density of states corresponds to a negative imaginary part.

In the forward direction, `hre` and `him` are the real and imaginary parts of the quadratic equation. From `him` comes `hx`, the vanishing of the real part of `G`, and from `hre` comes `hsq`, the inequality $d^2<D^2$. With $y$ for the imaginary part of `G`, the step `hroots` is

$$\bigl(D^2y-2\sqrt{D^2-d^2}\bigr)\bigl(D^2y+2\sqrt{D^2-d^2}\bigr)=0.$$

The first factor is negative, so the second must vanish, which gives `hval`. In the reverse direction, the given formula is multiplied by $D^2$ and inserted into the quadratic equation, using $i^2=-1$ and the square of the root. The sign of the imaginary part follows from $\sqrt{D^2-d^2}>0$.

```lean
/-- At the centre of the symmetric equiatomic alloy, `G` is a CPA solution with negative
imaginary part exactly when `d < D` and `G = -2i √(D² - d²) / D²`. -/
theorem symmetric_center_solution {D d : ℝ} (hD : 0 < D) (hd : 0 < d) (G : ℂ) :
    (IsCPA D (1 / 2) (d / 2) (-d / 2) 0 G ∧ G.im < 0) ↔
      d < D ∧ G = -2 * I * ((Real.sqrt (D ^ 2 - d ^ 2) : ℝ) : ℂ) / (D : ℂ) ^ 2 := by
  rw [symmetric_center_iff hd.ne']
  constructor
  · rintro ⟨h | h, hy⟩
    · rw [h] at hy
      simp at hy
    · have h' : ((D ^ 4 : ℝ) : ℂ) * G ^ 2 = ((4 * (d ^ 2 - D ^ 2) : ℝ) : ℂ) := by
        push_cast
        exact h
      have hre := congrArg Complex.re h'
      have him := congrArg Complex.im h'
      rw [Complex.re_ofReal_mul, Complex.ofReal_re, sq G, Complex.mul_re] at hre
      rw [Complex.im_ofReal_mul, Complex.ofReal_im, sq G, Complex.mul_im] at him
      -- the imaginary part of the quadratic forces `G` onto the imaginary axis
      have hprod : (2 * D ^ 4 * G.im) * G.re = 0 := by linear_combination him
      have hx : G.re = 0 :=
        (mul_eq_zero.mp hprod).resolve_left (mul_ne_zero (by positivity) hy.ne)
      rw [hx] at hre
      have hpos : 0 < D ^ 4 * (G.im * G.im) :=
        mul_pos (by positivity) (mul_pos_of_neg_of_neg hy hy)
      have hsq : d ^ 2 < D ^ 2 := by nlinarith
      have hr : Real.sqrt (D ^ 2 - d ^ 2) ^ 2 = D ^ 2 - d ^ 2 :=
        Real.sq_sqrt (by linarith)
      have hr0 := Real.sqrt_nonneg (D ^ 2 - d ^ 2)
      have hneg : D ^ 2 * G.im < 0 := mul_neg_of_pos_of_neg (by positivity) hy
      -- the sign of the imaginary part selects the root
      have hroots : (D ^ 2 * G.im - 2 * Real.sqrt (D ^ 2 - d ^ 2))
          * (D ^ 2 * G.im + 2 * Real.sqrt (D ^ 2 - d ^ 2)) = 0 := by
        linear_combination -hre - 4 * hr
      have hsel := (mul_eq_zero.mp hroots).resolve_left (by linarith)
      have hval : G.im = -2 * Real.sqrt (D ^ 2 - d ^ 2) / D ^ 2 := by
        rw [eq_div_iff (by positivity)]
        linarith
      have hG : G = (G.im : ℂ) * I := by
        apply Complex.ext <;> simp [hx]
      refine ⟨lt_of_pow_lt_pow_left₀ 2 hD.le hsq, ?_⟩
      rw [hG, hval]
      push_cast
      ring
  · rintro ⟨hdD, hG⟩
    have hgap : 0 < D ^ 2 - d ^ 2 := by nlinarith
    have hr : Real.sqrt (D ^ 2 - d ^ 2) ^ 2 = D ^ 2 - d ^ 2 := Real.sq_sqrt hgap.le
    have hrpos := Real.sqrt_pos.mpr hgap
    have hrC : ((Real.sqrt (D ^ 2 - d ^ 2) : ℝ) : ℂ) ^ 2 = (D : ℂ) ^ 2 - (d : ℂ) ^ 2 := by
      exact_mod_cast hr
    have hDC : (D : ℂ) ^ 2 ≠ 0 := pow_ne_zero 2 (by exact_mod_cast hD.ne')
    have hq : G * (D : ℂ) ^ 2 = -2 * I * ((Real.sqrt (D ^ 2 - d ^ 2) : ℝ) : ℂ) :=
      (eq_div_iff hDC).mp hG
    refine ⟨Or.inr ?_, ?_⟩
    · linear_combination
        (G * (D : ℂ) ^ 2 + (-2 * I * ((Real.sqrt (D ^ 2 - d ^ 2) : ℝ) : ℂ))) * hq
          + 4 * I ^ 2 * hrC + 4 * ((D : ℂ) ^ 2 - (d : ℂ) ^ 2) * Complex.I_sq
    · have hform : G = ((-2 * Real.sqrt (D ^ 2 - d ^ 2) / D ^ 2 : ℝ) : ℂ) * I := by
        rw [hG]
        push_cast
        ring
      rw [hform, Complex.im_ofReal_mul, Complex.I_im, mul_one]
      exact div_neg_of_neg_of_pos (by linarith) (by positivity)
```

The existence criterion follows directly: any solution with negative imaginary part yields $d<D$, and for $d<D$ the explicit value serves as the witness. The boundary case $d=D$ belongs to the side without such a solution. The energy is set to $z=0$ in the equation itself, with no limit from the upper half-plane, and the criterion concerns this single energy, not the width of a gap around it.

```lean
/-- At the centre of the symmetric equiatomic alloy, a CPA solution with negative imaginary
part exists exactly when the level splitting `d` is smaller than the half-width `D`. -/
theorem exists_center_solution_iff {D d : ℝ} (hD : 0 < D) (hd : 0 < d) :
    (∃ G : ℂ, IsCPA D (1 / 2) (d / 2) (-d / 2) 0 G ∧ G.im < 0) ↔ d < D := by
  constructor
  · rintro ⟨G, h⟩
    exact ((symmetric_center_solution hD hd G).mp h).1
  · intro h
    exact ⟨_, (symmetric_center_solution hD hd _).mpr ⟨h, rfl⟩⟩

end

end SemicircularCPA
```

```lean
#print axioms SemicircularCPA.average_tMatrix_eq_zero_iff
#print axioms SemicircularCPA.symmetric_center_solution
#print axioms SemicircularCPA.exists_center_solution_iff
```

```
'SemicircularCPA.average_tMatrix_eq_zero_iff' depends on axioms: [propext, Classical.choice, Quot.sound]
'SemicircularCPA.symmetric_center_solution' depends on axioms: [propext, Classical.choice, Quot.sound]
'SemicircularCPA.exists_center_solution_iff' depends on axioms: [propext, Classical.choice, Quot.sound]
```
